# Heating lowers the Drude weight of a half-filled cosine band with sign-symmetric mesh energies, not all zero

A computed Drude weight that falls as the electrons are heated can be misread as a sign of scattering. For non-interacting electrons in a half-filled cosine band, sampled on a finite mesh whose energies are symmetric under sign change and not all zero, a Drude weight computed from the band curvature falls without any scattering. The change of the Fermi occupations is enough, and both ends of the temperature range can be given in closed form.

## Curvature weighted by occupation

Take a chain with unit lattice constant and nearest-neighbour hopping t. Its band is

e(q) = −2t cos q.

Let k_i be a finite family of wave numbers, with N members, and write e_i = e(k_i). With temperature T > 0 in energy units and chemical potential zero, a level of energy e has the occupation

f(e) = 1 / (exp(e/T) + 1).

The Drude weight measures the response of freely accelerating carriers. In a band, a carrier's inverse effective mass is the curvature, so

K(T) = ∑_i f(e_i) e″(k_i).

Charge, ħ, spin degeneracy and the constant prefactor are left out, and the sum is not divided by N.

## Half filling, monotonicity and two limits

The theorem `drudeWeight_half_filled` has two hypotheses. The list of energies e_i, counted with multiplicity, is unchanged when every sign is reversed, and at least one e_i is non-zero. It concludes that

- ∑_i f(e_i) = N/2 for every T > 0;
- K(T) is strictly decreasing on T > 0;
- K(T) → (1/2) ∑_i |e_i| as T → 0 from above;
- T K(T) → (1/4) ∑_i e_i² as T → ∞.

In Lean, the finite type `ι` labels the mesh points and `k : ι → ℝ` gives their wave numbers. The definition `drudeWeight` contains the actual second derivative, `deriv (deriv (band t))`, so the link between curvature and energy is proved. `SignSymmetric` equates two multisets, which keeps track of degeneracies. `StrictAntiOn` on `Set.Ioi 0` means strictly decreasing for positive temperatures, and `𝓝[>] 0` is the approach to zero from above. The value of `drudeWeight` at T = 0 itself is not the ground-state value, because Lean sets e/0 = 0; the low-temperature statement is therefore a limit.

The uniform mesh that starts at q = 0 and has 2M points with spacing π/M satisfies both hypotheses whenever M > 0 and t ≠ 0. For M = 1 the energies are −2t and 2t, and K(T) = 2t tanh(t/T). By contrast, the three points 0, 2π/3, 4π/3 with t > 0 have energies −2t, t, t. At zero chemical potential they hold one electron per spin as T → 0, not 3/2.

The model has one band, no interactions and no disorder, and the mesh stays finite: no continuum limit is taken. Within it, and under the two hypotheses, the result tells a simulator that raising the electronic temperature, for instance as the width of a Fermi–Dirac smearing, lowers K on a given mesh. This concerns the curvature sum K. The Fermi-surface form, with −f′(e_i) e′(k_i)² in place of f(e_i) e″(k_i), can differ from it on a finite mesh: for M = 1 it is zero at every T > 0.

## From curvature to energy

Differentiating twice gives

e′(q) = 2t sin q,
e″(q) = 2t cos q = −e(q).

Hence

K(T) = −∑_i f(e_i) e_i.

The Drude weight is minus the thermal band energy.

For the filling, put a = exp(x/T). Then

f(x) + f(−x) = 1/(a + 1) + 1/(1/a + 1) = 1/(a + 1) + a/(a + 1) = 1.

Sign symmetry gives ∑_i f(e_i) = ∑_i f(−e_i). Adding the two sums yields 2 ∑_i f(e_i) = N, so the chemical potential stays at zero while the band remains half filled.

## Heating raises e f(e) for every non-zero e

Let 0 < T₁ < T₂.

- If e > 0, then e/T₂ < e/T₁, so the occupation rises on heating, and e f(e) rises.
- If e < 0, then e/T₂ > e/T₁, so the occupation falls. Multiplication by the negative e makes e f(e) rise again.
- If e = 0, the product stays zero.

With at least one non-zero energy, ∑_i f(e_i) e_i strictly increases and K strictly decreases. Sign symmetry plays no part here. If all energies vanished, K would be zero at every temperature.

## Cold and hot limits, level by level

Sign symmetry also gives ∑_i e_i = −∑_i e_i, so the energies sum to zero. Half of that sum can be added freely:

K(T) = ∑_i e_i (1/2 − f(e_i)).

With a = exp(e/T),

1/2 − f(e) = (a − 1) / (2(a + 1)) = (1/2) tanh(e/2T),

where the last step multiplies numerator and denominator by exp(−e/2T). Therefore

K(T) = (1/2) ∑_i e_i tanh(e_i/2T).

As T → 0, a level with e > 0 empties and contributes e/2. A level with e < 0 fills and contributes −e/2. Both are |e|/2, and a level at zero contributes nothing. The finite sum gives (1/2) ∑_i |e_i|.

For high temperature, set x = 1/T and

g(x) = −e / (exp(ex) + 1), with g(0) = −e/2.

Then

T e (1/2 − f(e)) = (g(x) − g(0)) / x.

As T → ∞ this is the difference quotient of g at zero, and

g′(x) = e² exp(ex) / (exp(ex) + 1)², so g′(0) = e²/4.

Summing over the levels gives (1/4) ∑_i e_i².

Both limits use only ∑_i e_i = 0. If that sum were non-zero, K would tend to −(1/2) ∑_i e_i at high temperature and T K(T) would diverge.

## The cosine band in Lean

```lean
import Mathlib

open Filter Topology

namespace HalfFilledCosineBand

noncomputable section

variable {ι : Type*} [Fintype ι]

/-- The cosine band `-2t cos q` with hopping `t` and unit lattice constant. -/
def band (t q : ℝ) : ℝ := -2 * t * Real.cos q

/-- The Fermi occupation of a level of energy `e` at temperature `T ≠ 0` (in energy units)
and zero chemical potential. -/
def fermi (T e : ℝ) : ℝ := 1 / (Real.exp (e / T) + 1)

/-- The Drude weight at temperature `T ≠ 0`: the band curvature summed over the mesh `k`,
weighted with the Fermi occupations. -/
def drudeWeight (t : ℝ) (k : ι → ℝ) (T : ℝ) : ℝ :=
  ∑ i, fermi T (band t (k i)) * deriv (deriv (band t)) (k i)

/-- The levels `e` form a multiset that is unchanged when all energies change sign. -/
def SignSymmetric (e : ι → ℝ) : Prop :=
  Finset.univ.val.map e = Finset.univ.val.map (fun i => -e i)

/-- The uniform mesh of `2M` points with spacing `π/M`, for `M ≠ 0`: `M` points in `[0, π)`
and their translates by `π`. -/
def evenMesh (M : ℕ) : Fin M ⊕ Fin M → ℝ :=
  Sum.elim (fun j => Real.pi * (j : ℕ) / M) (fun j => Real.pi * (j : ℕ) / M + Real.pi)

/-- The curvature of the cosine band is minus its energy. -/
theorem band_curvature (t q : ℝ) : deriv (deriv (band t)) q = -band t q := by
  have h1 : deriv (band t) = fun x => 2 * t * Real.sin x := by
    funext x
    have h : HasDerivAt (band t) (-2 * t * -Real.sin x) x :=
      (Real.hasDerivAt_cos x).const_mul (-2 * t)
    rw [h.deriv]
    ring
  rw [h1, ((Real.hasDerivAt_sin q).const_mul (2 * t)).deriv, band]
  ring

/-- The Drude weight of the cosine band is minus the sum of the mesh energies, each weighted with
its Fermi occupation. -/
theorem drudeWeight_eq (t : ℝ) (k : ι → ℝ) (T : ℝ) :
    drudeWeight t k T = -∑ i, fermi T (band t (k i)) * band t (k i) := by
  simp only [drudeWeight, band_curvature, mul_neg, Finset.sum_neg_distrib]

/-- A sum over sign-symmetric levels is unchanged when every energy is reversed. -/
theorem SignSymmetric.sum_eq {e : ι → ℝ} (h : SignSymmetric e) (g : ℝ → ℝ) :
    ∑ i, g (e i) = ∑ i, g (-e i) := by
  unfold SignSymmetric at h
  have h' := congrArg (fun s => (Multiset.map g s).sum) h
  simp only [Multiset.map_map] at h'
  exact h'

/-- For sign-symmetric levels, zero chemical potential means exact half filling at every
temperature `T > 0`. -/
theorem half_filling {e : ι → ℝ} (h : SignSymmetric e) {T : ℝ} (_hT : 0 < T) :
    ∑ i, fermi T (e i) = (Fintype.card ι : ℝ) / 2 := by
  -- particle-hole symmetry of the Fermi function
  have hph : ∀ x, fermi T x + fermi T (-x) = 1 := by
    intro x
    have hab : Real.exp (x / T) * Real.exp (-x / T) = 1 := by
      rw [← Real.exp_add, neg_div, add_neg_cancel, Real.exp_zero]
    have ha : Real.exp (x / T) + 1 ≠ 0 := by positivity
    have hb : Real.exp (-x / T) + 1 ≠ 0 := by positivity
    rw [fermi, fermi, div_add_div _ _ ha hb, div_eq_one_iff_eq (mul_ne_zero ha hb)]
    linear_combination -hab
  have h1 := h.sum_eq (fermi T)
  have h2 : ∑ i, fermi T (e i) + ∑ i, fermi T (-e i) = (Fintype.card ι : ℝ) := by
    rw [← Finset.sum_add_distrib]
    simp [hph]
  linarith

/-- For sign-symmetric mesh energies and `T > 0`, the Drude weight is half the sum of
`e tanh(e/2T)` over the mesh. -/
theorem drudeWeight_eq_tanh {t : ℝ} {k : ι → ℝ} (h : SignSymmetric fun i => band t (k i))
    {T : ℝ} (_hT : 0 < T) :
    drudeWeight t k T =
      1 / 2 * ∑ i, band t (k i) * Real.tanh (band t (k i) / (2 * T)) := by
  have hf : ∀ e, e * Real.tanh (e / (2 * T)) = e - 2 * (fermi T e * e) := by
    intro e
    have hy : e / T = e / (2 * T) + e / (2 * T) := by ring
    rw [fermi, hy, Real.exp_add, Real.tanh_eq_sinh_div_cosh, Real.sinh_eq, Real.cosh_eq,
      div_div_div_cancel_right₀ (two_ne_zero)]
    have hab : Real.exp (e / (2 * T)) * Real.exp (-(e / (2 * T))) = 1 := by
      rw [← Real.exp_add, add_neg_cancel, Real.exp_zero]
    have ha := Real.exp_pos (e / (2 * T))
    have hb := Real.exp_pos (-(e / (2 * T)))
    generalize Real.exp (e / (2 * T)) = a at *
    generalize Real.exp (-(e / (2 * T))) = b at *
    have hq : (a - b) / (a + b) = (a * a - 1) / (a * a + 1) := by
      rw [div_eq_div_iff (by positivity) (by positivity)]
      linear_combination (-2 * a) * hab
    have hc : (a * a + 1) * (a * a + 1)⁻¹ = 1 := mul_inv_cancel₀ (by positivity)
    rw [hq]
    linear_combination e * hc
  have h0 := h.sum_eq (fun x => x)
  simp only [Finset.sum_neg_distrib] at h0
  simp only [hf, Finset.sum_sub_distrib, ← Finset.mul_sum]
  rw [drudeWeight_eq]
  linarith

/-- If some mesh energy is non-zero, the Drude weight at zero chemical potential strictly
decreases with temperature `T > 0`. -/
theorem drudeWeight_strictAntiOn {t : ℝ} {k : ι → ℝ} (hne : ∃ i, band t (k i) ≠ 0) :
    StrictAntiOn (drudeWeight t k) (Set.Ioi 0) := by
  intro T₁ h₁ T₂ h₂ h
  have hinv : T₂⁻¹ < T₁⁻¹ := (inv_lt_inv₀ h₂ h₁).2 h
  -- heating empties levels below zero and fills levels above zero
  have key : ∀ e : ℝ, e ≠ 0 → fermi T₁ e * e < fermi T₂ e * e := by
    intro e he
    rcases lt_or_gt_of_ne he with he | he
    · have hx : e / T₁ < e / T₂ := by
        rw [div_eq_mul_inv, div_eq_mul_inv]
        nlinarith
      have hf : fermi T₂ e < fermi T₁ e :=
        one_div_lt_one_div_of_lt (by positivity) (by linarith [Real.exp_lt_exp.2 hx])
      nlinarith
    · have hx : e / T₂ < e / T₁ := by
        rw [div_eq_mul_inv, div_eq_mul_inv]
        nlinarith
      have hf : fermi T₁ e < fermi T₂ e :=
        one_div_lt_one_div_of_lt (by positivity) (by linarith [Real.exp_lt_exp.2 hx])
      nlinarith
  rw [drudeWeight_eq, drudeWeight_eq, neg_lt_neg_iff]
  obtain ⟨j, hj⟩ := hne
  refine Finset.sum_lt_sum (fun i _ => ?_) ⟨j, Finset.mem_univ j, key _ hj⟩
  by_cases hi : band t (k i) = 0
  · simp [hi]
  · exact (key _ hi).le

/-- As `T` decreases to zero, `e (1/2 - f(e))` tends to `|e|/2` for each level. -/
theorem level_low_temperature (e : ℝ) :
    Tendsto (fun T => e * (1 / 2 - fermi T e)) (𝓝[>] 0) (𝓝 (1 / 2 * |e|)) := by
  rcases lt_trichotomy e 0 with he | he | he
  · have h1 : Tendsto (fun T : ℝ => e * T⁻¹) (𝓝[>] 0) atBot :=
      tendsto_inv_nhdsGT_zero.const_mul_atTop_of_neg he
    have h2 : Tendsto (fun T : ℝ => Real.exp (e * T⁻¹)) (𝓝[>] 0) (𝓝 0) :=
      Real.tendsto_exp_atBot.comp h1
    have hf : Tendsto (fun T => fermi T e) (𝓝[>] 0) (𝓝 1) := by
      have h3 := (h2.add_const 1).inv₀ (by norm_num)
      simpa [fermi, div_eq_mul_inv] using h3
    have h4 := (hf.const_sub (1 / 2)).const_mul e
    rw [abs_of_neg he]
    convert h4 using 2
    ring
  · simp [he]
  · have h1 : Tendsto (fun T : ℝ => e * T⁻¹) (𝓝[>] 0) atTop :=
      tendsto_inv_nhdsGT_zero.const_mul_atTop he
    have h2 : Tendsto (fun T : ℝ => Real.exp (e * T⁻¹) + 1) (𝓝[>] 0) atTop :=
      tendsto_atTop_add_const_right _ 1 (Real.tendsto_exp_atTop.comp h1)
    have hf : Tendsto (fun T => fermi T e) (𝓝[>] 0) (𝓝 0) := by
      have h3 := h2.inv_tendsto_atTop
      refine h3.congr (fun T => ?_)
      simp [fermi, div_eq_mul_inv]
    have h4 := (hf.const_sub (1 / 2)).const_mul e
    rw [abs_of_pos he]
    convert h4 using 2
    ring

/-- As `T` tends to infinity, `T e (1/2 - f(e))` tends to `e²/4` for each level. -/
theorem level_high_temperature (e : ℝ) :
    Tendsto (fun T => T * (e * (1 / 2 - fermi T e))) atTop (𝓝 (1 / 4 * e ^ 2)) := by
  -- the limit is a derivative with respect to the inverse temperature
  have h1 : HasDerivAt (fun x : ℝ => Real.exp (e * x) + 1) e 0 := by
    have h := (((hasDerivAt_id' (0 : ℝ)).const_mul e).exp).add_const 1
    simpa using h
  have h2 : HasDerivAt (fun x : ℝ => -e / (Real.exp (e * x) + 1)) (1 / 4 * e ^ 2) 0 := by
    refine ((hasDerivAt_const (0 : ℝ) (-e)).fun_div h1 (by positivity)).congr_deriv ?_
    simp only [mul_zero, Real.exp_zero]
    ring
  have h3 : Tendsto (fun T : ℝ => T⁻¹) atTop (𝓝[≠] 0) :=
    tendsto_inv_atTop_nhdsGT_zero.mono_right
      (nhdsWithin_mono _ (fun x hx => ne_of_gt hx))
  refine (h2.tendsto_slope_zero.comp h3).congr (fun T => ?_)
  simp only [Function.comp_apply, fermi, smul_eq_mul, inv_inv, zero_add, mul_zero,
    Real.exp_zero, div_eq_mul_inv]
  ring

/-- Let the mesh energies of the cosine band be sign-symmetric and not all zero. At zero
chemical potential the band is half filled at every `T > 0`, the Drude weight `K(T)` strictly
decreases with `T > 0` from the limit `(1/2) ∑ |e|` at `T → 0`, and `T K(T)` tends to
`(1/4) ∑ e²` as `T → ∞`. -/
theorem drudeWeight_half_filled {t : ℝ} {k : ι → ℝ}
    (h : SignSymmetric fun i => band t (k i)) (hne : ∃ i, band t (k i) ≠ 0) :
    (∀ T > 0, ∑ i, fermi T (band t (k i)) = (Fintype.card ι : ℝ) / 2) ∧
    StrictAntiOn (drudeWeight t k) (Set.Ioi 0) ∧
    Tendsto (drudeWeight t k) (𝓝[>] 0) (𝓝 (1 / 2 * ∑ i, |band t (k i)|)) ∧
    Tendsto (fun T => T * drudeWeight t k T) atTop
      (𝓝 (1 / 4 * ∑ i, band t (k i) ^ 2)) := by
  -- the energies sum to zero, so each occupation may be measured from one half
  have hK : ∀ T, ∑ i, band t (k i) * (1 / 2 - fermi T (band t (k i))) =
      drudeWeight t k T := by
    intro T
    have h0 := h.sum_eq (fun x => x)
    simp only [Finset.sum_neg_distrib] at h0
    have h1 : ∀ e, e * (1 / 2 - fermi T e) = 1 / 2 * e - fermi T e * e := fun e => by ring
    simp only [h1, Finset.sum_sub_distrib, ← Finset.mul_sum]
    rw [drudeWeight_eq]
    linarith
  refine ⟨fun T hT => half_filling h hT, drudeWeight_strictAntiOn hne, ?_, ?_⟩
  · rw [Finset.mul_sum]
    exact (tendsto_finsetSum _ fun i _ => level_low_temperature (band t (k i))).congr hK
  · rw [Finset.mul_sum]
    refine (tendsto_finsetSum _ fun i _ =>
      level_high_temperature (band t (k i))).congr (fun T => ?_)
    rw [← Finset.mul_sum, hK]

/-- On the uniform mesh of `2M` points, `M > 0`, the cosine band with hopping `t ≠ 0` has
sign-symmetric energies that are not all zero. -/
theorem evenMesh_witness {t : ℝ} (ht : t ≠ 0) {M : ℕ} (hM : 0 < M) :
    SignSymmetric (fun i => band t (evenMesh M i)) ∧ ∃ i, band t (evenMesh M i) ≠ 0 := by
  constructor
  · -- translation by π exchanges the two halves of the mesh and reverses the energy
    have hs : Finset.univ.val.map (Equiv.sumComm (Fin M) (Fin M)) = Finset.univ.val :=
      congrArg Finset.val (Finset.map_univ_equiv (Equiv.sumComm (Fin M) (Fin M)))
    unfold SignSymmetric
    conv_lhs => rw [← hs]
    rw [Multiset.map_map]
    refine Multiset.map_congr rfl (fun i _ => ?_)
    rcases i with j | j <;> simp [band, evenMesh, Real.cos_add_pi]
  · exact ⟨Sum.inl ⟨0, hM⟩, by simp [band, evenMesh, ht]⟩

end

end HalfFilledCosineBand
```

```lean
#print axioms HalfFilledCosineBand.drudeWeight_eq_tanh
-- 'HalfFilledCosineBand.drudeWeight_eq_tanh' depends on axioms: [propext, Classical.choice, Quot.sound]
#print axioms HalfFilledCosineBand.drudeWeight_half_filled
-- 'HalfFilledCosineBand.drudeWeight_half_filled' depends on axioms: [propext, Classical.choice, Quot.sound]
```

## Band identities and sign reversal in the code

`band_curvature` computes the two derivatives from those of cosine and sine, and `drudeWeight_eq` inserts the result into the sum.

`SignSymmetric.sum_eq` turns equality of multisets into equality of sums: it applies a function `g` to both multisets and adds up the values. It is used with `g` equal to the Fermi function for the filling, and with `g` equal to the identity for the vanishing energy sum.

In `half_filling`, the step `hph` is f(x) + f(−x) = 1. After the denominators are cleared, it rests on exp(x/T) exp(−x/T) = 1, which is proved first as `hab` and then used by `linear_combination`. `drudeWeight_eq_tanh` proves the tanh formula in the same way, writing `a` and `b` for exp(e/2T) and exp(−e/2T). That formula is a separate result; the main theorem works directly with 1/2 − f.

## Comparing and taking limits of finite sums

In `drudeWeight_strictAntiOn`, the step `key` is the comparison of e f(e) at two temperatures, split by the sign of e. `nlinarith` handles the multiplications by e. `Finset.sum_lt_sum` then needs a weak inequality for every level and a strict one for some level, which the non-zero energy provides.

`level_low_temperature` follows the three cases of the cold limit. The exponent e/T tends to −∞ or +∞, and the occupation to 1 or 0 accordingly. `level_high_temperature` differentiates g at zero in `h2`; `tendsto_slope_zero` gives the limit of the difference quotient, which is composed with T ↦ 1/T.

In `drudeWeight_half_filled`, the step `hK` rewrites K as the sum of e_i (1/2 − f(e_i)). `tendsto_finsetSum` then adds the one-level limits.

Finally, `evenMesh_witness` uses cos(q + π) = −cos q. Exchanging the two halves of the mesh reverses every energy, which proves the symmetry, and the point q = 0 has the non-zero energy −2t.
